# A Weyl node of order n ≥ 2 with warping e > 0 splits into n + 2 simple nodes of total chirality n

Momentum is a real vector \(k=(k_x,k_y,k_z)\), written in Lean as `k : Fin 3 → ℝ` with components `k 0`, `k 1` and `k 2`. The order \(n\) is a natural number. With \(z=k_x+ik_y\), warping here means a term \(e\bar z\), with \(e\) real, added to the coupling \(z^n\) between the two bands. Other perturbations can split the node differently: a nonzero constant added to \(z^n\) instead gives \(n\) nodes. Units are chosen so that \(z^n\) and \(k_z\) have coefficient 1.

```lean
import Mathlib

open ComplexConjugate Polynomial

namespace WarpedMultiWeyl

noncomputable section
```

The in-plane momentum is \(z=k_x+ik_y\).

```lean
/-- The in-plane momentum `z = kx + i ky`. -/
def planar (k : Fin 3 → ℝ) : ℂ := (k 0 : ℂ) + (k 1 : ℂ) * Complex.I
```

The in-plane coupling is \(f(z)=z^n+e\bar z\). For \(e\neq0\) the second term reduces the continuous rotation symmetry about \(k_z\) to an \((n+1)\)-fold one; for \(n=2\) this is trigonal warping. Among the orders \(n\ge2\), a periodic crystal can have such an axis only for \(n=2,3,5\); the other orders are idealised models.

```lean
/-- The in-plane coupling `f = z ^ n + e * conj z` of an order-`n` node with warping `e`. -/
def warp (n : ℕ) (e : ℝ) (z : ℂ) : ℂ := z ^ n + (e : ℂ) * conj z
```

The two-band model is built from \(d(k)=(\operatorname{Re}f,\operatorname{Im}f,k_z)\).

```lean
/-- The vector `(Re f, Im f, kz)` that multiplies the Pauli matrices. -/
def dvec (n : ℕ) (e : ℝ) (k : Fin 3 → ℝ) : Fin 3 → ℝ :=
  ![(warp n e (planar k)).re, (warp n e (planar k)).im, k 2]
```

Its Hamiltonian is \(H=d\cdot\sigma\), with \(\sigma\) the Pauli matrices.

```lean
/-- The two-band Hamiltonian `d · σ`. -/
def bloch (d : Fin 3 → ℝ) : Matrix (Fin 2) (Fin 2) ℂ :=
  !![(d 2 : ℂ), (d 0 : ℂ) - Complex.I * (d 1 : ℂ);
     (d 0 : ℂ) + Complex.I * (d 1 : ℂ), -(d 2 : ℂ)]
```

The nodes are the zeros of \(d\).

```lean
/-- The nodes: momenta at which the vector `(Re f, Im f, kz)` vanishes. -/
def nodes (n : ℕ) (e : ℝ) : Set (Fin 3 → ℝ) := {k | dvec n e k = 0}
```

The Jacobian has entries \(J_{ij}=\partial d_i/\partial k_j\). Each is a true derivative, taken by varying component \(j\) of the momentum alone.

```lean
/-- The Jacobian matrix of partial derivatives of `dvec` with respect to momentum. -/
def jacobian (n : ℕ) (e : ℝ) (k : Fin 3 → ℝ) : Matrix (Fin 3) (Fin 3) ℝ :=
  Matrix.of fun i j => deriv (fun t => dvec n e (Function.update k j t) i) (k j)
```

The chirality is the sign of \(\det J\), as an integer. It is the charge of a node with linear dispersion. Where \(\det J=0\) it returns 0, so it does not measure the charge of the unwarped node \(z^n\) with \(n\ge2\).

```lean
/-- The chirality: the sign of the Jacobian determinant. -/
def chirality (n : ℕ) (e : ℝ) (k : Fin 3 → ℝ) : ℤ :=
  ((SignType.sign (jacobian n e k).det : SignType) : ℤ)
```

## Zeros of d are band touchings

The Pauli matrices anticommute pairwise and square to 1, so \(H^2=|d|^2\,\mathbb 1\). As \(H\) is traceless, its energies are \(\pm|d|\), and the bands touch exactly where \(d=0\). Lean checks the square entry by entry.

```lean
/-- The Hamiltonian `d · σ` squares to `|d|²` times the identity. -/
theorem bloch_sq (d : Fin 3 → ℝ) :
    bloch d * bloch d = ((d 0 : ℂ) ^ 2 + (d 1 : ℂ) ^ 2 + (d 2 : ℂ) ^ 2) • 1 := by
  ext i j
  fin_cases i <;> fin_cases j <;> simp [bloch, Matrix.mul_apply, Fin.sum_univ_two]
  all_goals first
    | ring1
    | linear_combination (-(d 1 : ℂ) ^ 2) * Complex.I_sq
```

## The Jacobian determinant

Along a curve \(z(t)\) with velocity \(v\), the chain rule gives
\[
\frac{df}{dt}=n z^{n-1}v+e\bar v .
\]

```lean
/-- Rate of change of the coupling `f` along a curve of in-plane momenta. -/
theorem warp_hasDerivAt (n : ℕ) (e : ℝ) {c : ℝ → ℂ} {v : ℂ} {t : ℝ}
    (hc : HasDerivAt c v t) :
    HasDerivAt (fun s => warp n e (c s))
      ((n : ℂ) * c t ^ (n - 1) * v + (e : ℂ) * conj v) t := by
  have h1 : HasDerivAt (fun s => c s ^ n) ((n : ℂ) * c t ^ (n - 1) * v) t :=
    (hasDerivAt_pow n (c t)).comp t hc
  have h2 : HasDerivAt (fun s => conj (c s)) (conj v) t :=
    Complex.conjCLE.hasFDerivAt.comp_hasDerivAt t hc
  exact h1.add (h2.const_mul (e : ℂ))
```

Put \(w=nz^{n-1}=a+ib\). The velocities \(v=1\) and \(v=i\) give
\[
\partial_{k_x}f=(a+e)+ib,\qquad \partial_{k_y}f=-b+i(a-e).
\]
The \(k_z\) direction contributes a factor 1, hence
\[
\det J=(a+e)(a-e)+b^2=|w|^2-e^2=(n|z|^{n-1})^2-e^2 .
\]
In the proof, `fx` and `fy` are the two derivatives of \(f\), and `a00` to `a22` are the matrix entries needed.

```lean
/-- At every momentum the Jacobian determinant is `(n |z| ^ (n - 1))² - e²`. -/
theorem jacobian_det (n : ℕ) (e : ℝ) (k : Fin 3 → ℝ) :
    (jacobian n e k).det = ((n : ℝ) * ‖planar k‖ ^ (n - 1)) ^ 2 - e ^ 2 := by
  have hb : ∀ t : ℝ, HasDerivAt (fun s : ℝ => (s : ℂ)) 1 t := fun t => by
    simpa using (hasDerivAt_id t).ofReal_comp
  -- the in-plane momentum moves with velocity 1 along kx and i along ky
  have hx : HasDerivAt (fun s => planar (Function.update k 0 s)) 1 (k 0) := by
    have h : (fun s => planar (Function.update k 0 s))
        = fun s : ℝ => (s : ℂ) + (k 1 : ℂ) * Complex.I := by
      funext s; simp [planar]
    rw [h]
    exact (hb _).add_const _
  have hy : HasDerivAt (fun s => planar (Function.update k 1 s)) Complex.I (k 1) := by
    have h : (fun s => planar (Function.update k 1 s))
        = fun s : ℝ => (k 0 : ℂ) + (s : ℂ) * Complex.I := by
      funext s; simp [planar]
    rw [h]
    have h' := ((hb (k 1)).mul_const Complex.I).const_add (k 0 : ℂ)
    rw [one_mul] at h'
    exact h'
  obtain ⟨w, hw⟩ : ∃ w : ℂ, w = (n : ℂ) * planar k ^ (n - 1) := ⟨_, rfl⟩
  have fx := warp_hasDerivAt n e hx
  have fy := warp_hasDerivAt n e hy
  simp only [Function.update_eq_self, ← hw] at fx fy
  have a00 : jacobian n e k 0 0 = (w * 1 + (e : ℂ) * conj (1 : ℂ)).re :=
    (Complex.reCLM.hasFDerivAt.comp_hasDerivAt (k 0) fx).deriv
  have a10 : jacobian n e k 1 0 = (w * 1 + (e : ℂ) * conj (1 : ℂ)).im :=
    (Complex.imCLM.hasFDerivAt.comp_hasDerivAt (k 0) fx).deriv
  have a01 : jacobian n e k 0 1 = (w * Complex.I + (e : ℂ) * conj Complex.I).re :=
    (Complex.reCLM.hasFDerivAt.comp_hasDerivAt (k 1) fy).deriv
  have a11 : jacobian n e k 1 1 = (w * Complex.I + (e : ℂ) * conj Complex.I).im :=
    (Complex.imCLM.hasFDerivAt.comp_hasDerivAt (k 1) fy).deriv
  have a20 : jacobian n e k 2 0 = 0 := by
    change deriv (fun t => Function.update k 0 t 2) (k 0) = 0
    simp
  have a21 : jacobian n e k 2 1 = 0 := by
    change deriv (fun t => Function.update k 1 t 2) (k 1) = 0
    simp
  have a22 : jacobian n e k 2 2 = 1 := by
    change deriv (fun t => Function.update k 2 t 2) (k 2) = 1
    simp
  have hn : (n : ℝ) * ‖planar k‖ ^ (n - 1) = ‖w‖ := by
    rw [hw, norm_mul, norm_pow, Complex.norm_natCast]
  rw [hn, Complex.sq_norm, Complex.normSq_apply, Matrix.det_fin_three,
    a00, a10, a01, a11, a20, a21, a22]
  simp
  ring
```

## Positions of the zeros

From here on \(e>0\). If \(f(z)=0\), then \(z^n=-e\bar z\), and taking moduli gives \(|z|^n=e|z|\). For \(z\neq0\), one factor cancels: \(|z|^{n-1}=e\).

```lean
/-- For `n ≥ 1` and `e > 0`, a zero `z ≠ 0` of the coupling satisfies `|z| ^ (n - 1) = e`. -/
theorem satellite_norm {n : ℕ} {e : ℝ} {z : ℂ} (hn : 1 ≤ n) (he : 0 < e) (hz : z ≠ 0)
    (h : warp n e z = 0) : ‖z‖ ^ (n - 1) = e := by
  obtain ⟨m, rfl⟩ : ∃ m, n = m + 1 := ⟨n - 1, by omega⟩
  have h1 := congrArg norm (eq_neg_of_add_eq_zero_left h)
  rw [norm_pow, norm_neg, norm_mul, RCLike.norm_conj, Complex.norm_real,
    Real.norm_of_nonneg he.le, pow_succ] at h1
  exact mul_right_cancel₀ (norm_ne_zero_iff.2 hz) h1
```

For \(n\ge2\), write \(e=r^{n-1}\) with \(r>0\). A zero \(z\ne0\) then has \(|z|=r\), so
\[
0=z f(z)=z^{n+1}+r^{n-1}|z|^2=z^{n+1}+r^{n+1}.
\]
Conversely, \(z^{n+1}=-r^{n+1}\) forces \(|z|=r\); the same identity gives \(zf(z)=0\), and \(z\neq0\) can be cancelled. The two `linear_combination` calls carry out this algebra.

Counting zeros by the degree of \(f\) would give \(n\), which is wrong: \(f\) contains \(\bar z\) and is not a polynomial in \(z\).

```lean
/-- For `n ≥ 2`, `r > 0` and warping `e = r ^ (n - 1)` the coupling vanishes exactly at `z = 0` and
at the solutions of `z ^ (n + 1) = -r ^ (n + 1)`. -/
theorem warp_eq_zero_iff {n : ℕ} {r : ℝ} (hn : 2 ≤ n) (hr : 0 < r) (z : ℂ) :
    warp n (r ^ (n - 1)) z = 0 ↔ z = 0 ∨ z ^ (n + 1) = -(r : ℂ) ^ (n + 1) := by
  have hc : ‖z‖ = r → z * conj z = (r : ℂ) ^ 2 := fun h => by
    rw [Complex.mul_conj, Complex.normSq_eq_norm_sq, h, Complex.ofReal_pow]
  obtain ⟨m, rfl⟩ : ∃ m, n = m + 2 := ⟨n - 2, by omega⟩
  change warp (m + 2) (r ^ (m + 1)) z = 0 ↔ _
  constructor
  · intro h
    by_cases hz : z = 0
    · exact Or.inl hz
    have h1 : ‖z‖ ^ (m + 1) = r ^ (m + 1) :=
      satellite_norm (by omega) (pow_pos hr _) hz h
    have h2 := hc ((pow_left_inj₀ (norm_nonneg z) hr.le (Nat.succ_ne_zero m)).1 h1)
    unfold warp at h
    push_cast at h
    right
    linear_combination z * h - (r : ℂ) ^ (m + 1) * h2
  · rintro (rfl | h)
    · simp [warp]
    have h1 := congrArg norm h
    rw [norm_pow, norm_neg, norm_pow, Complex.norm_real, Real.norm_of_nonneg hr.le] at h1
    have h2 := (pow_left_inj₀ (norm_nonneg z) hr.le (Nat.succ_ne_zero (m + 2))).1 h1
    have hz : z ≠ 0 := norm_ne_zero_iff.1 (by rw [h2]; exact hr.ne')
    apply mul_left_cancel₀ hz
    unfold warp
    push_cast
    linear_combination h + (r : ℂ) ^ (m + 1) * hc h2
```

A nonzero complex number \(a\) has exactly \(m\) roots of order \(m\ge1\): one root exists, and multiplying it by the \(m\) roots of unity gives them all.

```lean
/-- For `m ≥ 1`, a nonzero complex number has exactly `m` roots of order `m`. -/
theorem ncard_roots {m : ℕ} (hm : 0 < m) {a : ℂ} (ha : a ≠ 0) :
    {z : ℂ | z ^ m = a}.ncard = m := by
  classical
  have hp := Complex.isPrimitiveRoot_exp m hm.ne'
  have hs : {z : ℂ | z ^ m = a} = ↑(nthRoots m a).toFinset := by
    ext z; simp [mem_nthRoots hm]
  rw [hs, Set.ncard_coe_finset, Multiset.toFinset_card_of_nodup (hp.nthRoots_nodup ha),
    hp.card_nthRoots, if_pos (IsAlgClosed.exists_pow_nat_eq a hm)]
```

## Determinants at the nodes

A momentum is a node exactly when \(f(z)=0\) and \(k_z=0\).

```lean
/-- A momentum is a node exactly when the in-plane coupling and `kz` both vanish. -/
theorem mem_nodes {n : ℕ} {e : ℝ} {k : Fin 3 → ℝ} :
    k ∈ nodes n e ↔ warp n e (planar k) = 0 ∧ k 2 = 0 := by
  constructor
  · intro h
    exact ⟨Complex.ext (congrFun h 0) (congrFun h 1), congrFun h 2⟩
  · rintro ⟨h, h2⟩
    change dvec n e k = 0
    funext i
    fin_cases i <;> simp [dvec, h, h2]
```

At a node other than the origin, \(z\neq0\) and \(|z|^{n-1}=e\), so
\[
\det J=n^2e^2-e^2=(n^2-1)e^2 .
\]

```lean
/-- At every node other than the origin the Jacobian determinant is `(n² - 1) e²`. -/
theorem satellite_det {n : ℕ} {e : ℝ} {k : Fin 3 → ℝ} (hn : 1 ≤ n) (he : 0 < e)
    (hk : k ∈ nodes n e) (h0 : k ≠ 0) :
    (jacobian n e k).det = ((n : ℝ) ^ 2 - 1) * e ^ 2 := by
  obtain ⟨h, h2⟩ := mem_nodes.1 hk
  have hz : planar k ≠ 0 := fun hz => h0 (by
    have hre := congrArg Complex.re hz
    have him := congrArg Complex.im hz
    simp [planar] at hre him
    funext i
    fin_cases i <;> simp [hre, him, h2])
  rw [jacobian_det, satellite_norm hn he hz h]
  ring
```

## Count and total chirality

The theorem assumes \(n\ge2\) and \(e>0\). It states that there are \(n+2\) nodes, that the origin is one of them with \(\det J<0\), that every other node has \(\det J>0\), and that the chiralities sum to \(n\).

For the count, take \(r=e^{1/(n-1)}\). The map \(z\mapsto(\operatorname{Re}z,\operatorname{Im}z,0)\) is injective and carries \(0\) and the \(n+1\) roots of \(-r^{n+1}\) onto the nodes (`himg`). Since \(0\) is not such a root, the total is \(n+2\). At the origin \(\det J=-e^2\), because \(n\ge2\) makes \(|z|^{n-1}\) vanish there. The sum is therefore
\[
-1+(n+1)=n .
\]

The bound on \(n\) matters: for \(n=1\), \(e=1\) the coupling is \(f=2k_x\), and the nodes fill the whole \(k_y\) axis.

In this non-interacting continuum model, a numerical search for band touchings near a warped multi-Weyl point should find all \(n+2\) of them, including the one of opposite chirality at the centre. In a lattice model with isolated nodes, the charges over the whole Brillouin zone sum to zero, so further nodes must lie elsewhere in the zone.

```lean
/-- For `n ≥ 2` and `e > 0` there are exactly `n + 2` nodes: the origin, with negative Jacobian
determinant, and others with positive determinant; the chiralities sum to `n`. -/
theorem warped_multiWeyl_nodes {n : ℕ} {e : ℝ} (hn : 2 ≤ n) (he : 0 < e) :
    (nodes n e).ncard = n + 2 ∧
    (0 ∈ nodes n e ∧ (jacobian n e 0).det < 0) ∧
    (∀ k ∈ nodes n e, k ≠ 0 → 0 < (jacobian n e k).det) ∧
    ∑ᶠ k ∈ nodes n e, chirality n e k = n := by
  classical
  -- counting: the nodes are the planar zeros placed at kz = 0
  have hcard : (nodes n e).ncard = n + 2 := by
    obtain ⟨r, hr, hre⟩ : ∃ r : ℝ, 0 < r ∧ r ^ (n - 1) = e :=
      ⟨e ^ (((n - 1 : ℕ) : ℝ)⁻¹), Real.rpow_pos_of_pos he _,
        Real.rpow_inv_natCast_pow he.le (by omega)⟩
    have ha : -(r : ℂ) ^ (n + 1) ≠ 0 :=
      neg_ne_zero.2 (pow_ne_zero _ (Complex.ofReal_ne_zero.2 hr.ne'))
    have himg : nodes n e = (fun z : ℂ => (![z.re, z.im, 0] : Fin 3 → ℝ)) ''
        (insert 0 {z : ℂ | z ^ (n + 1) = -(r : ℂ) ^ (n + 1)}) := by
      ext k
      rw [mem_nodes, ← hre, warp_eq_zero_iff hn hr]
      constructor
      · rintro ⟨h, h2⟩
        refine ⟨planar k, h, ?_⟩
        funext i
        fin_cases i <;> simp [planar, h2]
      · rintro ⟨z, hz, rfl⟩
        have hp : planar ![z.re, z.im, 0] = z := by simp [planar]
        refine ⟨?_, rfl⟩
        change planar ![z.re, z.im, 0] = 0 ∨ planar ![z.re, z.im, 0] ^ (n + 1) = _
        rw [hp]
        exact hz
    have hroots := ncard_roots (Nat.succ_pos n) ha
    have hinj : Function.Injective (fun z : ℂ => (![z.re, z.im, 0] : Fin 3 → ℝ)) :=
      fun a b h => Complex.ext (congrFun h 0) (congrFun h 1)
    rw [himg, Set.ncard_image_of_injective _ hinj, Set.ncard_insert_of_notMem _
      (Set.finite_of_ncard_ne_zero (by rw [hroots]; omega)), hroots]
    intro h
    apply ha
    rw [← (show (0 : ℂ) ^ (n + 1) = _ from h), zero_pow (Nat.succ_ne_zero n)]
  have hzero : (0 : Fin 3 → ℝ) ∈ nodes n e :=
    mem_nodes.2 ⟨by simp [warp, planar, show n ≠ 0 by omega], rfl⟩
  have hneg : (jacobian n e 0).det < 0 := by
    have hp : planar 0 = 0 := by simp [planar]
    rw [jacobian_det, hp, norm_zero, zero_pow (by omega : n - 1 ≠ 0)]
    nlinarith [pow_pos he 2]
  have hpos : ∀ k ∈ nodes n e, k ≠ 0 → 0 < (jacobian n e k).det := by
    intro k hk h0
    rw [satellite_det (by omega) he hk h0]
    have h2 : (2 : ℝ) ≤ n := by exact_mod_cast hn
    exact mul_pos (by nlinarith) (pow_pos he 2)
  refine ⟨hcard, ⟨hzero, hneg⟩, hpos, ?_⟩
  -- the origin contributes -1 and each of the n + 1 other nodes +1
  have hfin : (nodes n e).Finite := Set.finite_of_ncard_ne_zero (by rw [hcard]; omega)
  have h0F : (0 : Fin 3 → ℝ) ∈ hfin.toFinset := hfin.mem_toFinset.2 hzero
  have hc0 : chirality n e 0 = -1 := by simp [chirality, sign_neg hneg]
  have hc1 : ∀ k ∈ hfin.toFinset.erase 0, chirality n e k = 1 := by
    intro k hk
    obtain ⟨h0, hk⟩ := Finset.mem_erase.1 hk
    simp [chirality, sign_pos (hpos k (hfin.mem_toFinset.1 hk) h0)]
  rw [finsum_mem_eq_finite_toFinset_sum _ hfin, ← Finset.add_sum_erase _ _ h0F,
    Finset.sum_congr rfl hc1, Finset.sum_const, Finset.card_erase_of_mem h0F,
    ← Set.ncard_eq_toFinset_card _ hfin, hcard, hc0,
    show n + 2 - 1 = n + 1 by omega, nsmul_eq_mul]
  push_cast
  ring

end

end WarpedMultiWeyl
```

```lean
#print axioms WarpedMultiWeyl.bloch_sq
#print axioms WarpedMultiWeyl.warped_multiWeyl_nodes
```

```
'WarpedMultiWeyl.bloch_sq' depends on axioms: [propext, Classical.choice, Quot.sound]
'WarpedMultiWeyl.warped_multiWeyl_nodes' depends on axioms: [propext, Classical.choice, Quot.sound]
```
